# The Holstein phonon kernel, scaled by w², becomes instantaneous as the phonon frequency grows

The phonon kernel enters this sheet as an explicit function of imaginary time t, not as a thermal average computed from a Hamiltonian. For phonon frequency w > 0 and inverse temperature β > 0, write S = sinh(βw/2) and

D(t) = cosh(w(β/2 − t)) / (2wS).

This formula stands for the correlation function ⟨x(t)x(0)⟩ of a harmonic oscillator of unit mass, with ħ = 1 and 0 ≤ t ≤ β. If the oscillator couples to a prescribed real density n(t) through g x n, integrating out x multiplies the partition function of the free oscillator by

exp[ (g²/2) ∫∫ n(t) D(|t − t′|) n(t′) dt dt′ ], both integrals over [0, β].

The positive exponent is an attraction, spread over imaginary time. Its strength is g²/w², so a high-frequency limit at fixed strength concerns the function w²D, called the weight below. The parts that follow treat D alone; the oscillator average is background.

In Lean, `kernel w β t` is D(t), defined for all real t. A second explicit function, `kernelSlope w β t`, is written V(t) here:

V(t) = −sinh(w(β/2 − t)) / (2S).

```lean
import Mathlib

open Filter Topology

namespace HolsteinKernel

noncomputable section

/-- The Holstein phonon kernel `D(t)` at phonon frequency `w` and inverse temperature `β`,
for `w, β > 0`. -/
def kernel (w β t : ℝ) : ℝ :=
  Real.cosh (w * (β / 2 - t)) / (2 * w * Real.sinh (β * w / 2))

/-- The closed form of the slope `D'(t)` of the kernel, for `w, β > 0`. -/
def kernelSlope (w β t : ℝ) : ℝ :=
  -Real.sinh (w * (β / 2 - t)) / (2 * Real.sinh (β * w / 2))
```

## (a) The sign of the denominator

Show that the denominators of D and V are positive, for which it is enough that

S > 0.

Solution. With x = βw/2 > 0 we have eˣ > e⁻ˣ, so S = (eˣ − e⁻ˣ)/2 > 0.

```lean
variable {w β : ℝ}

private lemma sinh_half_pos (hw : 0 < w) (hβ : 0 < β) : 0 < Real.sinh (β * w / 2) :=
  Real.sinh_pos_iff.2 (by positivity)
```

## (b) The equation of motion

Show that D obeys the oscillator equation in imaginary time, in the form of two first-order equations:

D′(t) = V(t), V′(t) = w²D(t).

Solution. The argument w(β/2 − t) has derivative −w. Hence

D′ = −w sinh(w(β/2 − t)) / (2wS) = V,

V′ = w cosh(w(β/2 − t)) / (2S) = w²D.

Together they give D″ = w²D. `HasDerivAt` states both that the derivative exists and what it equals. In the proof, `h` is the derivative of the argument, and the two branches apply the chain rule to cosh and sinh.

```lean
/-- For `w, β > 0` the kernel obeys the oscillator equation `D'' = w² D` in imaginary time:
`D` has slope `D'`, and `D'` has slope `w² D`. -/
theorem equation_of_motion (hw : 0 < w) (hβ : 0 < β) (t : ℝ) :
    HasDerivAt (kernel w β) (kernelSlope w β t) t ∧
      HasDerivAt (kernelSlope w β) (w ^ 2 * kernel w β t) t := by
  have hS := (sinh_half_pos hw hβ).ne'
  have h2 : 2 * Real.sinh (β * w / 2) ≠ 0 := mul_ne_zero two_ne_zero hS
  have h3 : 2 * w * Real.sinh (β * w / 2) ≠ 0 :=
    mul_ne_zero (mul_ne_zero two_ne_zero hw.ne') hS
  have h : HasDerivAt (fun s : ℝ => w * (β / 2 - s)) (-w) t :=
    (((hasDerivAt_id' t).const_sub (β / 2)).const_mul w).congr_deriv (by ring)
  constructor
  · refine (h.cosh.div_const (2 * w * Real.sinh (β * w / 2))).congr_deriv ?_
    unfold kernelSlope
    rw [div_eq_div_iff h3 h2]
    ring
  · refine (h.sinh.fun_neg.div_const (2 * Real.sinh (β * w / 2))).congr_deriv ?_
    unfold kernel
    rw [← mul_div_assoc, div_eq_div_iff h2 h3]
    ring
```

## (c) Slopes at the two ends

Evaluate V at the ends of the imaginary-time interval:

V(0) = −1/2, V(β) = 1/2.

Solution. At t = 0 the argument is βw/2, so V(0) = −S/(2S). At t = β it is −βw/2, and since sinh is odd, V(β) = S/(2S).

```lean
private lemma slope_ends (hw : 0 < w) (hβ : 0 < β) :
    kernelSlope w β 0 = -1 / 2 ∧ kernelSlope w β β = 1 / 2 := by
  have h2 : 2 * Real.sinh (β * w / 2) ≠ 0 :=
    mul_ne_zero two_ne_zero (sinh_half_pos hw hβ).ne'
  unfold kernelSlope
  constructor
  · rw [show w * (β / 2 - 0) = β * w / 2 by ring, div_eq_iff h2]
    ring
  · rw [show w * (β / 2 - β) = -(β * w / 2) by ring, Real.sinh_neg, div_eq_iff h2]
    ring
```

## (d) Matching across the period

Show that D closes up periodically, but with a kink of unit size:

D(0) = D(β), D′(0) − D′(β) = −1.

Solution. The arguments at the two ends differ only in sign and cosh is even, which gives the first equation. By (b) and (c), the second is −1/2 − 1/2 = −1.

A wrong turn in the formal statement would be to define `kernel` as the β-periodic extension of D. That function has a kink at 0 and at β, where Lean's `deriv` returns 0, so the difference would come out as 0. The file uses the smooth closed form on the whole real line, whose derivatives at 0 and β are the one-sided slopes taken from inside the interval.

```lean
/-- For `w, β > 0` the kernel takes equal values at `0` and `β`, and its slopes there satisfy
`D'(0) - D'(β) = -1`. -/
theorem boundary_conditions (hw : 0 < w) (hβ : 0 < β) :
    kernel w β 0 = kernel w β β ∧ deriv (kernel w β) 0 - deriv (kernel w β) β = -1 := by
  constructor
  · unfold kernel
    rw [show w * (β / 2 - β) = -(w * (β / 2 - 0)) by ring, Real.cosh_neg]
  · rw [(equation_of_motion hw hβ 0).1.deriv, (equation_of_motion hw hβ β).1.deriv,
      (slope_ends hw hβ).1, (slope_ends hw hβ).2]
    norm_num
```

## (e) Continuity of the weight

Show that the weight has no jumps, so that it can be integrated over any finite interval:

w²D(s) → w²D(t) as s → t, for every real t.

Solution. By (b), D is differentiable everywhere, hence continuous; a constant factor changes nothing.

```lean
private lemma continuous_weight (hw : 0 < w) (hβ : 0 < β) :
    Continuous (fun t => w ^ 2 * kernel w β t) :=
  continuous_const.mul (continuous_iff_continuousAt.2
    fun t => (equation_of_motion hw hβ t).1.continuousAt)
```

## (f) Sign of the weight

Show that the weight never changes sign:

w²D(t) ≥ 0.

Solution. The numerator cosh is positive, the denominator 2wS is positive by (a), and w² ≥ 0.

```lean
private lemma weight_nonneg (hw : 0 < w) (hβ : 0 < β) (t : ℝ) : 0 ≤ w ^ 2 * kernel w β t :=
  mul_nonneg (sq_nonneg w) (div_pos (Real.cosh_pos _)
    (mul_pos (mul_pos two_pos hw) (sinh_half_pos hw hβ))).le
```

## (g) Weight of an interval

Express the weight between any two real times a and b through V:

∫ₐᵇ w²D dt = V(b) − V(a).

Solution. By (b), V is an antiderivative of w²D, and (e) supplies integrability. This is the fundamental theorem of calculus, which the proof applies directly.

```lean
private lemma integral_weight (hw : 0 < w) (hβ : 0 < β) (a b : ℝ) :
    ∫ t in a..b, w ^ 2 * kernel w β t = kernelSlope w β b - kernelSlope w β a :=
  intervalIntegral.integral_eq_sub_of_hasDerivAt
    (fun t _ => (equation_of_motion hw hβ t).2)
    ((continuous_weight hw hβ).intervalIntegrable _ _)
```

## (h) Total weight

Find the weight of the whole period:

∫₀^β w²D dt = 1.

Solution. By (g) and (c) it is V(β) − V(0) = 1/2 + 1/2.

```lean
/-- For `w, β > 0` the weight `w² D` integrates to one over `[0, β]`. -/
theorem total_weight (hw : 0 < w) (hβ : 0 < β) :
    ∫ t in (0 : ℝ)..β, w ^ 2 * kernel w β t = 1 := by
  rw [integral_weight hw hβ, (slope_ends hw hβ).1, (slope_ends hw hβ).2]
  norm_num
```

## (i) Weight away from the ends

For δ ≥ 0, bound the weight at times separated from both ends by δ:

∫ w²D dt from δ to β − δ ≤ exp(−wδ).

Solution. Put x = βw/2 and y = wδ. Since V(β − δ) = −V(δ), part (g) gives

V(β − δ) − V(δ) = sinh(x − y) / sinh x.

It remains to show that sinh(x − y) ≤ e⁻ʸ sinh x. Written in exponentials, this is

e^(x−y) − e^(−x+y) ≤ e^(x−y) − e^(−x−y).

The growing terms agree, and e^(−x−y) ≤ e^(−x+y) because y ≥ 0. In Lean, `e` is the quotient of sinh values, `h1` the equality of the growing terms and `h2` the inequality for the decaying ones.

Numbers: take β = 2, δ = 1/2 and w = ln 4. Then x = ln 4 and x − y = ln 2, so the weight is (3/4)/(15/8) = 2/5, below the bound 1/2. Doubling w to ln 16 gives (15/8)/(255/32) = 4/17, below the bound 1/4.

```lean
/-- For `w, β > 0` and `δ ≥ 0`, the integral of `w² D` from `δ` to `β - δ` is at most
`exp(-w δ)`. -/
theorem retarded_weight_le (hw : 0 < w) (hβ : 0 < β) {δ : ℝ} (hδ : 0 ≤ δ) :
    ∫ t in δ..(β - δ), w ^ 2 * kernel w β t ≤ Real.exp (-(w * δ)) := by
  have e : kernelSlope w β (β - δ) - kernelSlope w β δ =
      Real.sinh (w * (β / 2 - δ)) / Real.sinh (β * w / 2) := by
    unfold kernelSlope
    rw [show w * (β / 2 - (β - δ)) = -(w * (β / 2 - δ)) by ring, Real.sinh_neg]
    ring
  rw [integral_weight hw hβ, e, div_le_iff₀ (sinh_half_pos hw hβ)]
  -- compare the growing and the decaying exponentials separately
  have h1 : Real.exp (w * (β / 2 - δ)) = Real.exp (-(w * δ)) * Real.exp (β * w / 2) := by
    rw [← Real.exp_add]
    congr 1
    ring
  have h2 : Real.exp (-(w * δ)) * Real.exp (-(β * w / 2)) ≤
      Real.exp (-(w * (β / 2 - δ))) := by
    rw [← Real.exp_add]
    exact Real.exp_le_exp.2 (by nlinarith [mul_nonneg hw.le hδ])
  rw [Real.sinh_eq, Real.sinh_eq]
  linarith [h1, h2]
```

## (j) The high-frequency limit away from the ends

For fixed β and δ with 0 < δ < β/2, show that the retarded part of the weight disappears:

∫ w²D dt from δ to β − δ → 0 as w → ∞.

Solution. By (f) and (i), the integral lies between 0 and exp(−wδ) for every w > 0, and the upper bound tends to 0. In the proof, `squeeze_zero'` is this squeeze, `atTop` means w → ∞, and `eventually_gt_atTop 0` restricts attention to positive frequencies.

```lean
/-- For `0 < δ < β/2`, the integral of `w² D` over `[δ, β - δ]` tends to zero as the phonon
frequency grows. -/
theorem retarded_weight_tendsto_zero {δ : ℝ} (hδ : 0 < δ) (hδβ : δ < β / 2) :
    Tendsto (fun w => ∫ t in δ..(β - δ), w ^ 2 * kernel w β t) atTop (𝓝 0) := by
  have hβ : 0 < β := by linarith
  refine squeeze_zero' ?_ ?_
    (Real.tendsto_exp_neg_atTop_nhds_zero.comp (tendsto_id.atTop_mul_const hδ))
  · filter_upwards [eventually_gt_atTop 0] with w hw
    exact intervalIntegral.integral_nonneg (by linarith) fun t _ => weight_nonneg hw hβ t
  · filter_upwards [eventually_gt_atTop 0] with w hw
    exact retarded_weight_le hw hβ hδ.le
```

## (k) Averaging a bounded function

Let a ≤ b and let |g(t)| ≤ c on [a, b]; here g is a real function for which the integral below exists, not the coupling constant. Show that

|∫ₐᵇ w²D g dt| ≤ c (V(b) − V(a)).

Solution. In the use below g is continuous on [a, b], so the integral exists. The Lean lemma does not assume this: where the integrand is not integrable, Lean sets the integral to 0, and the bound holds because its right side is not negative. Now suppose that the integral exists. Since w²D ≥ 0, the left side is at most ∫ₐᵇ w²D |g| dt, which is at most c ∫ₐᵇ w²D dt. Part (g) evaluates the last integral.

```lean
private lemma weighted_bound (hw : 0 < w) (hβ : 0 < β) {a b c : ℝ} {g : ℝ → ℝ}
    (hab : a ≤ b) (hg : ∀ t ∈ Set.Icc a b, |g t| ≤ c) :
    |∫ t in a..b, w ^ 2 * kernel w β t * g t| ≤
      c * (kernelSlope w β b - kernelSlope w β a) := by
  rw [← integral_weight hw hβ, ← intervalIntegral.integral_const_mul, ← Real.norm_eq_abs]
  refine intervalIntegral.norm_integral_le_of_norm_le hab
    (Eventually.of_forall fun t ht => ?_)
    ((continuous_const.mul (continuous_weight hw hβ)).intervalIntegrable _ _)
  have hp := weight_nonneg hw hβ t
  rw [Real.norm_eq_abs, abs_mul, abs_of_nonneg hp]
  have h := mul_le_mul_of_nonneg_left (hg t ⟨ht.1.le, ht.2⟩) hp
  linarith
```

## (l) The instantaneous attraction

Let f be continuous on [0, β] with f(0) = f(β). Show that the weight picks out the equal-time value:

∫₀^β w²D f dt → f(0) as w → ∞.

Solution. Fix ε > 0 and set h(t) = f(t) − f(0). Since h is continuous and vanishes at both ends, there is a δ with 0 < δ < β/2 such that |h| ≤ ε/2 on [0, δ] and on [β − δ, β]. On the whole interval h is bounded, say |h| ≤ M. By (h),

∫₀^β w²D f dt − f(0) = ∫₀^β w²D h dt.

Let q be the weight of the middle interval [δ, β − δ]. The two outer intervals together carry 1 − q, so (k) gives

|∫₀^β w²D h dt| ≤ (ε/2)(1 − q) + Mq ≤ ε/2 + Mq.

By (j), Mq < ε/2 for all large enough w, and the error is then below ε.

In the proof, `hsplit` separates off f(0), `s1` and `s2` cut the integral into three, and `b1`, `b2`, `b3` are the bounds on the parts. The condition f(0) = f(β), called `hper`, enters in `b3`: both ends of the interval represent equal times, and each carries half of the limiting weight.

For a bounded β-periodic density n, a natural choice is the autocorrelation f(t) = ∫₀^β n(s + t) n(s) ds, which is continuous even if n has jumps, and which turns the double integral in the opening into ∫₀^β D f dt. At fixed g²/w² the exponent then tends to (g²/2w²) ∫₀^β n² ds, an equal-time attraction of the kind found in the attractive Hubbard model. This concerns a single harmonic mode and a density history held fixed as w grows; in a Monte Carlo simulation of the coupled system, the sampled densities themselves change with w.

```lean
/-- Instantaneous limit of the phonon-mediated attraction: for `β > 0` and `f` continuous on
`[0, β]` with `f(0) = f(β)`, the integral of `w² D f` over `[0, β]` tends to the equal-time
value `f(0)` as the phonon frequency grows. -/
theorem instantaneous_attraction (hβ : 0 < β) {f : ℝ → ℝ}
    (hf : ContinuousOn f (Set.Icc 0 β)) (hper : f 0 = f β) :
    Tendsto (fun w => ∫ t in (0 : ℝ)..β, w ^ 2 * kernel w β t * f t) atTop (𝓝 (f 0)) := by
  rw [Metric.tendsto_nhds]
  intro ε hε
  -- near both ends f is close to f(0); in between it is bounded
  obtain ⟨a, ha, h0⟩ := Metric.continuousOn_iff.1 hf 0 ⟨le_rfl, hβ.le⟩ (ε / 2) (half_pos hε)
  obtain ⟨b, hb, h1⟩ := Metric.continuousOn_iff.1 hf β ⟨hβ.le, le_rfl⟩ (ε / 2) (half_pos hε)
  obtain ⟨M, hM⟩ := isCompact_Icc.exists_bound_of_continuousOn
    (hf.sub (continuousOn_const (c := f 0)))
  obtain ⟨δ, hδ, hlt⟩ := exists_between (lt_min (lt_min ha hb) (half_pos hβ))
  obtain ⟨hab, hδβ⟩ := lt_min_iff.1 hlt
  obtain ⟨hδa, hδb⟩ := lt_min_iff.1 hab
  have hmid : δ ≤ β - δ := by linarith
  have hlim := (retarded_weight_tendsto_zero hδ hδβ).const_mul M
  have hv : M * 0 < ε / 2 := by linarith
  filter_upwards [hlim.eventually_lt_const hv, eventually_gt_atTop 0] with w hsmall hw
  have hs : M * (kernelSlope w β (β - δ) - kernelSlope w β δ) < ε / 2 := by
    rw [← integral_weight hw hβ]
    exact hsmall
  have hK := continuous_weight hw hβ
  have hI : ∀ x y, 0 ≤ x → x ≤ y → y ≤ β → IntervalIntegrable
      (fun t => w ^ 2 * kernel w β t * (f t - f 0)) MeasureTheory.volume x y := by
    intro x y hx hxy hy
    have hc : ContinuousOn (fun t => w ^ 2 * kernel w β t * (f t - f 0)) (Set.Icc 0 β) :=
      hK.continuousOn.mul (hf.sub continuousOn_const)
    apply ContinuousOn.intervalIntegrable
    rw [Set.uIcc_of_le hxy]
    exact hc.mono (Set.Icc_subset_Icc hx hy)
  -- unit total weight separates off the equal-time value
  have hsplit : ∫ t in (0 : ℝ)..β, w ^ 2 * kernel w β t * f t =
      (∫ t in (0 : ℝ)..β, w ^ 2 * kernel w β t * (f t - f 0)) + f 0 := by
    have i0 : IntervalIntegrable (fun t => f 0 * (w ^ 2 * kernel w β t))
        MeasureTheory.volume 0 β := (continuous_const.mul hK).intervalIntegrable 0 β
    have hc : ∫ t in (0 : ℝ)..β, f 0 * (w ^ 2 * kernel w β t) = f 0 := by
      rw [intervalIntegral.integral_const_mul (f 0) (fun t => w ^ 2 * kernel w β t),
        total_weight hw hβ, mul_one]
    have h := intervalIntegral.integral_add (hI 0 β le_rfl hβ.le le_rfl) i0
    rw [hc] at h
    rw [← h]
    refine intervalIntegral.integral_congr fun t _ => ?_

    ring
  have s1 := intervalIntegral.integral_add_adjacent_intervals
    (hI 0 δ le_rfl hδ.le (by linarith)) (hI δ (β - δ) hδ.le hmid (by linarith))
  have s2 := intervalIntegral.integral_add_adjacent_intervals
    (hI 0 (β - δ) le_rfl (by linarith) (by linarith))
    (hI (β - δ) β (by linarith) (by linarith) le_rfl)
  have b1 := weighted_bound hw hβ (c := ε / 2) (g := fun t => f t - f 0) hδ.le (by
    intro t ht
    have h := h0 t ⟨ht.1, by linarith [ht.2]⟩ (by
      rw [Real.dist_eq, abs_lt]
      constructor <;> linarith [ht.1, ht.2])
    rw [Real.dist_eq] at h
    exact h.le)
  have b2 := weighted_bound hw hβ (c := M) (g := fun t => f t - f 0) hmid
    (fun t ht => hM t ⟨by linarith [ht.1], by linarith [ht.2]⟩)
  have b3 := weighted_bound hw hβ (c := ε / 2) (g := fun t => f t - f 0)
    (show β - δ ≤ β by linarith) (by
    intro t ht
    have h := h1 t ⟨by linarith [ht.1], ht.2⟩ (by
      rw [Real.dist_eq, abs_lt]
      constructor <;> linarith [ht.1, ht.2])
    rw [Real.dist_eq, ← hper] at h
    exact h.le)
  have hm : 0 ≤ kernelSlope w β (β - δ) - kernelSlope w β δ := by
    rw [← integral_weight hw hβ]
    exact intervalIntegral.integral_nonneg hmid fun t _ => weight_nonneg hw hβ t
  have hp := mul_nonneg hε.le hm
  rw [(slope_ends hw hβ).1] at b1
  rw [(slope_ends hw hβ).2] at b3
  obtain ⟨l1, u1⟩ := abs_le.1 b1
  obtain ⟨l2, u2⟩ := abs_le.1 b2
  obtain ⟨l3, u3⟩ := abs_le.1 b3
  rw [Real.dist_eq, hsplit, abs_lt]
  constructor <;> linarith

end

end HolsteinKernel
```

```lean
#print axioms HolsteinKernel.boundary_conditions
#print axioms HolsteinKernel.instantaneous_attraction
```

```
'HolsteinKernel.boundary_conditions' depends on axioms: [propext, Classical.choice, Quot.sound]
'HolsteinKernel.instantaneous_attraction' depends on axioms: [propext, Classical.choice, Quot.sound]
```
